# Averaged over one level spacing, the time delay of an equally spaced resonance ladder is $2\pi\hbar/\varepsilon$, whatever the common width

Q: To estimate how long a collision complex with one open channel lives, I count its states per unit energy, call the result $\rho$, and write down $2\pi\hbar\rho$. No resonance width enters. Yet a narrow resonance holds the particles longer than a broad one, so where did the widths go?

A: They cancel in the energy average. For a ladder of resonances with equal spacing and equal widths, this can be shown by hand. Put the levels at $E_j=j\varepsilon$, with $j$ any integer and $\varepsilon>0$, and give each the width $G>0$. The delays are
$$Q_j(E)=\frac{\hbar G}{(E-j\varepsilon)^2+G^2/4},\qquad Q(E)=\sum_{j\in\mathbb Z}Q_j(E).$$
A narrow resonance has a high peak over a small range of energy, a broad one a low peak over a large range. The area is the same.

Q: Show me the area, and don't skip the infinite sum.

A: First, convergence. Let $|E|\le R$ and write $D_j=(E-j\varepsilon)^2+G^2/4$. Since $j\varepsilon=E-(E-j\varepsilon)$, we have $j^2\varepsilon^2\le 2R^2+2(E-j\varepsilon)^2$. Hence
$$1+j^2\le K D_j,\qquad K=\frac{2}{\varepsilon^2}+\frac{1+2R^2/\varepsilon^2}{G^2/4},$$
and $|Q_j(E)|\le|\hbar G|\,K/(1+j^2)$. This bound is summable and does not depend on $E$, so the series converges and may be integrated term by term over a bounded window.

Next, one term. The derivative of $2\hbar\arctan(2(E-j\varepsilon)/G)$ is
$$\frac{4\hbar/G}{1+4(E-j\varepsilon)^2/G^2}=Q_j(E).$$
With $\theta_j=\arctan(2(a-j\varepsilon)/G)$, the integral over a window starting at any energy $a$ is therefore
$$\int_a^{a+\varepsilon}Q_j\,dE=2\hbar(\theta_{j-1}-\theta_j),$$
because moving $E$ up by one spacing is the same as moving the level down by one. Summing over $j=-N,\dots,N-1$ leaves only the ends:
$$2\hbar(\theta_{-N-1}-\theta_{N-1})=2\hbar\left[\arctan\frac{2(a+\varepsilon+N\varepsilon)}{G}-\arctan\frac{2(a+\varepsilon-N\varepsilon)}{G}\right].$$
As $N\to\infty$ the bracket tends to $\pi/2+\pi/2=\pi$. The integral of $Q$ is $2\pi\hbar$, and dividing by the window length $\varepsilon$ gives the mean $2\pi\hbar/\varepsilon$.

Q: I accept that. Now convince me that the Lean version speaks about scattering and not just about Lorentzians.

A: It starts with the S-matrix element $S$ of one resonance. The code calls it the scattering amplitude; it is not the amplitude proportional to $S-1$ that gives cross sections.

```lean
import Mathlib

open Filter Topology MeasureTheory

namespace ResonanceLadderDelay

noncomputable section

/-- Breit–Wigner scattering amplitude of one resonance at energy `E₀` with width `G > 0`. -/
def amplitude (G E₀ E : ℝ) : ℂ :=
  ((E : ℂ) - E₀ - Complex.I * G / 2) / ((E : ℂ) - E₀ + Complex.I * G / 2)
```

Here `E₀` is the resonance energy and `G` the full width at half maximum of the delay. For real energies the numerator is the complex conjugate of the denominator, so the amplitude has modulus one, as one open channel without loss requires. The delay is defined separately:

```lean
/-- Lorentzian time delay of one resonance at energy `E₀` with width `G > 0`. -/
def resonanceDelay (hbar G E₀ E : ℝ) : ℝ :=
  hbar * G / ((E - E₀) ^ 2 + G ^ 2 / 4)
```

The ladder then adds these delays over all integers:

```lean
/-- Time delay of an equally spaced ladder of resonances at the energies `j ε`, `j` any integer,
with common width `G > 0` and spacing `ε > 0`. -/
def timeDelay (hbar G ε E : ℝ) : ℝ :=
  ∑' j : ℤ, resonanceDelay hbar G (j * ε) E
```

Q: So the total delay is a sum by definition. Is that physics or convenience?

A: It is a modelling assumption. If finitely many such amplitudes are multiplied, the product rule adds their delays. For the infinite ladder the file takes the sum as its starting point and builds no total amplitude. There is also no background scattering, no threshold and no variation of the width from level to level.

Q: And what exactly is claimed about the average?

A: The main theorem, `mean_timeDelay`, takes any real `hbar` and `a`, with `G` and `ε` positive. It says that `1 / ε` times the integral of `timeDelay` from `a` to `a + ε` equals `2 * Real.pi * hbar * (1 / ε)`. The last factor is the density of states, one level per spacing. The window $[0,\varepsilon]$ is the case $a=0$.

Q: Does that prove the RRKM formula?

A: No. The RRKM rate with one open channel is $1/(2\pi\hbar\rho)$, and the mean delay of this ladder equals its inverse. The file contains no transition state, no statistical assumption and no decay rate. For collision complexes the result supports reading $2\pi\hbar\rho$ as a mean delay, within this one-channel model of equal spacings and widths.

Q: What ties the Lorentzian to the amplitude?

A: The relation $\hbar\,dS/dE=iQS$, where $S$ is the amplitude and $Q$ the delay of a single resonance. Writing $S=p/q$ with $p,q=E-E_0\mp iG/2$, the quotient rule gives $dS/dE=iG/q^2$. Since $pq=(E-E_0)^2+G^2/4$, the right-hand side is $i\,(\hbar G/pq)(p/q)$, which is the same thing times $\hbar$.

```lean
/-- The Lorentzian is the time delay `Q` of the Breit–Wigner amplitude `S`:
`ħ dS/dE = i Q S`. -/
theorem amplitude_hasDerivAt (hbar E₀ E : ℝ) {G : ℝ} (hG : 0 < G) :
    HasDerivAt (fun x : ℝ => (hbar : ℂ) * amplitude G E₀ x)
      (Complex.I * (resonanceDelay hbar G E₀ E : ℂ) * amplitude G E₀ E) E := by
  have hp : (E : ℂ) - E₀ - Complex.I * G / 2 ≠ 0 := by
    intro h
    have h' := congrArg Complex.im h
    simp [hG.ne'] at h'
  have hq : (E : ℂ) - E₀ + Complex.I * G / 2 ≠ 0 := by
    intro h
    have h' := congrArg Complex.im h
    simp [hG.ne'] at h'
  have h0 : HasDerivAt (fun x : ℝ => (x : ℂ)) 1 E := by
    simpa using (hasDerivAt_id E).ofReal_comp
  have h1 := (((h0.sub_const (E₀ : ℂ)).sub_const (Complex.I * G / 2)).fun_div
    ((h0.sub_const (E₀ : ℂ)).add_const (Complex.I * G / 2)) hq).const_mul (hbar : ℂ)
  -- the Lorentzian denominator factors into the two complex linear factors
  have hD : (resonanceDelay hbar G E₀ E : ℂ) = hbar * G /
      (((E : ℂ) - E₀ - Complex.I * G / 2) * ((E : ℂ) - E₀ + Complex.I * G / 2)) := by
    unfold resonanceDelay
    push_cast
    congr 1
    linear_combination (G : ℂ) ^ 2 / 4 * Complex.I_sq
  have alg : ∀ p q : ℂ, p ≠ 0 → q ≠ 0 → (hbar : ℂ) * (Complex.I * G / q ^ 2) =
      Complex.I * (hbar * G / (p * q)) * (p / q) := by
    intro p q hp hq
    field_simp
  refine h1.congr_deriv ?_
  rw [hD, amplitude, ← alg _ _ hp hq]
  congr 2
  ring
```

The facts `hp` and `hq` say that $p$ and $q$ do not vanish, because their imaginary parts are $\mp G/2$. `hD` is the factorisation of the denominator, and `alg` is the final cancellation.

Q: Then the arctangent?

A: That is the derivative computed above, with the chain rule supplying the raw form and `h1` clearing the fraction inside it.

```lean
/-- The time delay of one resonance is the energy derivative of `2 ħ arctan (2 (E - E₀) / G)`. -/
theorem phase_hasDerivAt (hbar E₀ E : ℝ) {G : ℝ} (hG : 0 < G) :
    HasDerivAt (fun x => 2 * hbar * Real.arctan (2 / G * (x - E₀)))
      (resonanceDelay hbar G E₀ E) E := by
  have h := ((((hasDerivAt_id' E).sub_const E₀).const_mul (2 / G)).arctan).const_mul (2 * hbar)
  refine h.congr_deriv ?_
  have hd : (E - E₀) ^ 2 + G ^ 2 / 4 ≠ 0 := by positivity
  have h1 : 1 + (2 / G * (E - E₀)) ^ 2 = 4 / G ^ 2 * ((E - E₀) ^ 2 + G ^ 2 / 4) := by
    field_simp
    ring
  rw [h1, resonanceDelay]
  generalize (E - E₀) ^ 2 + G ^ 2 / 4 = d at hd
  field_simp
  ring
```

The uniform bound comes next. The proof uses the same $K$. In place of $1/(1+j^2)$ it takes the sequence `w`, equal to $1/j^2$ for $j\ne0$ and to $1$ for $j=0$, whose summability is quickly available. `hj` is the estimate of $j^2$, `hK` compares $1+j^2$ with the denominator, and `hw1` shows that `w j` is at least $1/(1+j^2)$.

```lean
/-- On a bounded range of energies the delays of the single resonances of the ladder are
dominated by a summable sequence that does not depend on the energy. -/
theorem resonanceDelay_bound (hbar R : ℝ) {G ε : ℝ} (hG : 0 < G) (hε : 0 < ε) :
    ∃ u : ℤ → ℝ, Summable u ∧
      ∀ (j : ℤ) (E : ℝ), |E| ≤ R → ‖resonanceDelay hbar G (j * ε) E‖ ≤ u j := by
  let K : ℝ := 2 / ε ^ 2 + (1 + 2 * R ^ 2 / ε ^ 2) / (G ^ 2 / 4)
  let w : ℤ → ℝ := fun j => 1 / (j : ℝ) ^ 2 + if j = 0 then 1 else 0
  have hw : Summable w :=
    (Real.summable_one_div_int_pow.mpr one_lt_two).add (hasSum_ite_eq (0 : ℤ) (1 : ℝ)).summable
  refine ⟨fun j => |hbar * G| * K * w j, hw.mul_left _, fun j E hE => ?_⟩
  have hD : 0 < (E - j * ε) ^ 2 + G ^ 2 / 4 := by positivity
  have hER : E ^ 2 ≤ R ^ 2 := sq_le_sq' (abs_le.mp hE).1 (abs_le.mp hE).2
  have hj : (j : ℝ) ^ 2 ≤ (2 * (E - j * ε) ^ 2 + 2 * R ^ 2) / ε ^ 2 := by
    rw [le_div_iff₀ (by positivity)]
    nlinarith [sq_nonneg (2 * E - j * ε)]
  -- the Lorentzian denominator grows at least like `1 + j²`
  have hK : 1 + (j : ℝ) ^ 2 ≤ K * ((E - j * ε) ^ 2 + G ^ 2 / 4) := by
    have e : K * ((E - j * ε) ^ 2 + G ^ 2 / 4) =
        (2 * (E - j * ε) ^ 2 + 2 * R ^ 2) / ε ^ 2 + 1 + (2 * (G ^ 2 / 4) / ε ^ 2 +
          (1 + 2 * R ^ 2 / ε ^ 2) * (E - j * ε) ^ 2 / (G ^ 2 / 4)) := by
      simp only [K]
      field_simp
      ring
    have e' : 0 ≤ 2 * (G ^ 2 / 4) / ε ^ 2 +
        (1 + 2 * R ^ 2 / ε ^ 2) * (E - j * ε) ^ 2 / (G ^ 2 / 4) := by positivity
    linarith
  have hw0 : 0 ≤ w j := by
    simp only [w]
    split_ifs <;> positivity
  have hw1 : 1 ≤ w j * (1 + (j : ℝ) ^ 2) := by
    by_cases h : j = 0
    · simp [w, h]
    · have hj0 : (j : ℝ) ≠ 0 := by exact_mod_cast h
      have e : w j * (1 + (j : ℝ) ^ 2) = 1 / (j : ℝ) ^ 2 + 1 := by
        simp only [w, if_neg h, add_zero]
        rw [mul_add, mul_one, one_div_mul_cancel (pow_ne_zero 2 hj0)]
      have e' : 0 ≤ 1 / (j : ℝ) ^ 2 := by positivity
      linarith
  have h1 := hw1.trans (mul_le_mul_of_nonneg_left hK hw0)
  rw [resonanceDelay, norm_div, Real.norm_eq_abs, Real.norm_eq_abs, abs_of_pos hD,
    div_le_iff₀ hD]
  have h2 := mul_le_mul_of_nonneg_left h1 (abs_nonneg (hbar * G))
  linarith
```

Q: Why state convergence separately, if the sum has already been defined?

A: Because Lean's `∑'` gives a divergent series the value zero. The definition alone therefore says nothing about convergence. This theorem does, by applying the bound with $R=|E|$:

```lean
/-- The time delay of the ladder converges at every energy. -/
theorem summable_resonanceDelay (hbar E : ℝ) {G ε : ℝ} (hG : 0 < G) (hε : 0 < ε) :
    Summable fun j : ℤ => resonanceDelay hbar G (j * ε) E := by
  obtain ⟨u, hu, hb⟩ := resonanceDelay_bound hbar |E| hG hε
  exact Summable.of_norm_bounded hu fun j => hb j E le_rfl
```

The telescoping step works with finitely many levels. Lean pairs the level $n$ with the level $-(n+1)$ for $n=0,\dots,N-1$, which covers exactly $-N,\dots,N-1$. Inside the proof, `hint` is the window integral from the fundamental theorem of calculus, and induction on $N$ does the cancelling.

```lean
/-- The delays of the `2 N` levels `j = -N, …, N - 1`, integrated over one level spacing,
add up to a difference of two arctangents. -/
theorem sum_window_integral (hbar a ε : ℝ) {G : ℝ} (hG : 0 < G) (N : ℕ) :
    ∑ n ∈ Finset.range N,
      ((∫ E in a..a + ε, resonanceDelay hbar G (((n : ℤ) : ℝ) * ε) E) +
        ∫ E in a..a + ε, resonanceDelay hbar G (((-((n : ℤ) + 1) : ℤ) : ℝ) * ε) E) =
      2 * hbar * (Real.arctan (2 / G * (a + ε + N * ε)) -
        Real.arctan (2 / G * (a + ε - N * ε))) := by
  have hint : ∀ E₀ : ℝ, ∫ E in a..a + ε, resonanceDelay hbar G E₀ E =
      2 * hbar * Real.arctan (2 / G * (a + ε - E₀)) -
        2 * hbar * Real.arctan (2 / G * (a - E₀)) := by
    intro E₀
    have hc : Continuous (resonanceDelay hbar G E₀) :=
      Continuous.div continuous_const (by fun_prop) fun E => by positivity
    exact intervalIntegral.integral_eq_sub_of_hasDerivAt
      (fun E _ => phase_hasDerivAt hbar E₀ E hG) (hc.intervalIntegrable _ _)
  induction N with
  | zero => simp
  | succ N ih =>
    rw [Finset.sum_range_succ, ih, hint, hint]
    push_cast
    ring_nf
```

Q: And the limit?

A: In the main proof, `hs` exchanges sum and integral by dominated convergence, using the bound with $R=|a|+\varepsilon$, which covers the whole window. `up` and `down` send the two arctangents to $\pi/2$ and $-\pi/2$. The paired partial sums converge both to the integral of the delay and to $2\pi\hbar$, so `tendsto_nhds_unique` makes these equal.

```lean
/-- The time delay of the ladder, averaged over any window of one level spacing, is
`2 π ħ ρ` with the density of states `ρ = 1 / ε`, whatever the width `G`. -/
theorem mean_timeDelay (hbar a : ℝ) {G ε : ℝ} (hG : 0 < G) (hε : 0 < ε) :
    (1 / ε) * ∫ E in a..a + ε, timeDelay hbar G ε E = 2 * Real.pi * hbar * (1 / ε) := by
  obtain ⟨u, hu, hb⟩ := resonanceDelay_bound hbar (|a| + ε) hG hε
  -- sum and integral may be exchanged
  have hs : HasSum (fun j : ℤ => ∫ E in a..a + ε, resonanceDelay hbar G (j * ε) E)
      (∫ E in a..a + ε, timeDelay hbar G ε E) := by
    refine intervalIntegral.hasSum_integral_of_dominated_convergence (fun j _ => u j)
      (fun j => ?_) (fun j => ?_) ?_ intervalIntegrable_const ?_
    · have hc : Continuous (resonanceDelay hbar G (j * ε)) :=
        Continuous.div continuous_const (by fun_prop) fun E => by positivity
      exact hc.aestronglyMeasurable
    · refine Eventually.of_forall fun E hE => hb j E ?_
      rw [Set.uIoc_of_le (by linarith)] at hE
      exact abs_le.mpr ⟨by linarith [neg_abs_le a, hE.1], by linarith [le_abs_self a, hE.2]⟩
    · exact Eventually.of_forall fun _ _ => hu
    · exact Eventually.of_forall fun E _ => (summable_resonanceDelay hbar E hG hε).hasSum
  -- the arctangents saturate as more and more levels are included
  have up : ∀ b : ℝ, Tendsto (fun N : ℕ => Real.arctan (2 / G * (b + N * ε))) atTop
      (𝓝 (Real.pi / 2)) := fun b =>
    (Real.tendsto_arctan_atTop.mono_right nhdsWithin_le_nhds).comp
      (Tendsto.const_mul_atTop (by positivity) (tendsto_atTop_add_const_left _ b
        (tendsto_natCast_atTop_atTop.atTop_mul_const hε)))
  have down : Tendsto (fun N : ℕ => Real.arctan (2 / G * (a + ε - N * ε))) atTop
      (𝓝 (-(Real.pi / 2))) :=
    (up (-(a + ε))).neg.congr fun N => by
      rw [← Real.arctan_neg]
      congr 1
      ring
  have hI := tendsto_nhds_unique
    (hs.nat_add_neg_add_one.tendsto_sum_nat.congr (sum_window_integral hbar a ε hG))
    (((up (a + ε)).sub down).const_mul (2 * hbar))
  rw [hI]
  ring
```

Q: What if I switch the coupling off and set $G=0$?

A: Then the statement fails. Take $\hbar=\varepsilon=1$ and $G=0$. Away from the levels every term has numerator zero, so the integral over a window is $0$ and not $2\pi$. Physically, these are bound states that the incoming particle never enters. For every positive $G$, however small, the mean is still $2\pi$, so it jumps at $G=0$.

Q: Then at a particular energy the mean may mislead me.

A: It may. At a resonance energy $k\varepsilon$, with $k$ an integer, the level's own delay is $4\hbar/G$. The other levels add nonnegative amounts, so the total is at least that. If $\pi G<2\varepsilon$, then $4\hbar/G>2\pi\hbar/\varepsilon$, and the delay exceeds the mean.

```lean
/-- If the resonances are narrow, `π G < 2 ε`, the time delay at each resonance energy `k ε`
is strictly longer than `2 π ħ / ε`. -/
theorem mean_lt_timeDelay_at_resonance {hbar G ε : ℝ} (hh : 0 < hbar) (hG : 0 < G)
    (hε : 0 < ε) (hn : Real.pi * G < 2 * ε) (k : ℤ) :
    2 * Real.pi * hbar / ε < timeDelay hbar G ε (k * ε) := by
  have hpeak : resonanceDelay hbar G (k * ε) (k * ε) = 4 * hbar / G := by
    rw [resonanceDelay, sub_self]
    field_simp
    ring
  have hle : resonanceDelay hbar G (k * ε) (k * ε) ≤ timeDelay hbar G ε (k * ε) :=
    (summable_resonanceDelay hbar (k * ε) hG hε).le_tsum k fun j _ => by
      unfold resonanceDelay
      positivity
  refine lt_of_lt_of_le ?_ (hpeak ▸ hle)
  rw [div_lt_div_iff₀ hε hG]
  nlinarith [mul_lt_mul_of_pos_left hn hh]

end

end ResonanceLadderDelay
```

`hpeak` is the peak value and `hle` compares one term with the whole sum. This theorem needs `hbar` positive. The condition on the width is what a bound by a single term requires; the theorem does not say that the inequality fails for broader resonances. When the resonances are narrow and the collision energy is resolved more finely than the spacing, the delay can thus differ from the mean, and the quantity to use is $Q(E)$ averaged over the actual distribution of collision energies. An average over one full spacing gives $2\pi\hbar\rho$.

```lean
#print axioms ResonanceLadderDelay.amplitude_hasDerivAt
#print axioms ResonanceLadderDelay.mean_timeDelay
#print axioms ResonanceLadderDelay.mean_lt_timeDelay_at_resonance
```

```
'ResonanceLadderDelay.amplitude_hasDerivAt' depends on axioms: [propext, Classical.choice, Quot.sound]
'ResonanceLadderDelay.mean_timeDelay' depends on axioms: [propext, Classical.choice, Quot.sound]
'ResonanceLadderDelay.mean_lt_timeDelay_at_resonance' depends on axioms: [propext, Classical.choice, Quot.sound]
```
